# On a finite lattice, every density with occupations in [0, 1] and total N comes from a pure N-fermion state

A state of $N$ spinless fermions is modelled here as one complex amplitude $\psi_S$ for each $N$-element set $S$ of sites. With the sites in a fixed order, each $S$ labels one Slater determinant of site orbitals, so antisymmetry and the Pauli principle are built in. To include spin, let the "sites" be spin-orbitals; the density is then spin-resolved.

The finite type `ι` is the set of sites.

In Lean 4 with Mathlib:

```lean
import Mathlib

open Finset

namespace LatticePureRepresentability

noncomputable section

variable {ι : Type*} [Fintype ι] [DecidableEq ι] {N : ℕ}
```

`Config ι N` is the type of configurations $S$.

```lean
/-- A configuration of `N` spinless fermions: the set of the `N` occupied sites. -/
abbrev Config (ι : Type*) (N : ℕ) := {S : Finset ι // S.card = N}
```

The density $n_i(\psi)=\sum_{S\ni i}|\psi_S|^2$ is the expectation value of the occupation of site $i$ when $\psi$ is normalised.

```lean
/-- The density at site `i`: the total squared modulus of the amplitudes of all
configurations in which `i` is occupied. -/
def density (ψ : Config ι N → ℂ) (i : ι) : ℝ :=
  ∑ S : Config ι N, if i ∈ S.1 then ‖ψ S‖ ^ 2 else 0
```

`PureRepresentable N ρ` says that some $\psi$ has norm one and density $\rho$. It requires no Hamiltonian, so $\psi$ need not be a ground state.

```lean
/-- `ρ` is the density of some normalised `N`-fermion state vector. -/
def PureRepresentable (N : ℕ) (ρ : ι → ℝ) : Prop :=
  ∃ ψ : Config ι N → ℂ, ∑ S, ‖ψ S‖ ^ 2 = 1 ∧ ∀ i, density ψ i = ρ i
```

Write $F(\rho)$ for the set of fractional sites, those with $0<\rho_k<1$.

```lean
/-- The sites whose occupation lies strictly between empty and full. -/
def fractional (ρ : ι → ℝ) : Finset ι :=
  univ.filter (fun k => 0 < ρ k ∧ ρ k < 1)
```

Moving charge $t$ from $j$ to $i$ gives $(\tau_{ij}^t\rho)_k=\rho_k+t(\delta_{ki}-\delta_{kj})$.

```lean
/-- The density obtained from `ρ` by moving the charge `t` from site `j` to site `i`. -/
def transfer (ρ : ι → ℝ) (i j : ι) (t : ℝ) (k : ι) : ℝ :=
  ρ k + t * ((if k = i then 1 else 0) - (if k = j then 1 else 0))
```

## (a) A pure state from a probability distribution

Given $w_S\ge 0$ with $\sum_S w_S=1$, find a normalised $\psi$ with
$$n_i(\psi)=\sum_{S\ni i}w_S .$$

**Solution.** Take $\psi_S=\sqrt{w_S}$. Then $|\psi_S|^2=w_S$, which gives both the norm and the density. In the code this identity is `hsq`; after rewriting with it, both goals are hypotheses.

```lean
/-- The site occupations of any probability distribution `w` over configurations are the
density of a pure state. -/
theorem representable_of_weights {ρ : ι → ℝ} (w : Config ι N → ℝ) (hw : ∀ S, 0 ≤ w S)
    (hsum : ∑ S, w S = 1)
    (hρ : ∀ i, (∑ S : Config ι N, if i ∈ S.1 then w S else 0) = ρ i) :
    PureRepresentable N ρ := by
  -- the amplitudes are the square roots of the probabilities
  have hsq : ∀ S, ‖((Real.sqrt (w S) : ℝ) : ℂ)‖ ^ 2 = w S := by
    intro S
    rw [Complex.norm_real, Real.norm_eq_abs, sq_abs, Real.sq_sqrt (hw S)]
  refine ⟨fun S => ((Real.sqrt (w S) : ℝ) : ℂ), ?_, ?_⟩
  · simp only [hsq]
    exact hsum
  · intro i
    simp only [density, hsq]
    exact hρ i
```

## (b) Densities of zeros and ones

Let $T$ be a set of $N$ sites. Find a normalised $\psi$ with
$$n_i(\psi)=1\ \text{ if } i\in T,\qquad n_i(\psi)=0\ \text{ otherwise.}$$

**Solution.** Use (a) with $w_S=\delta_{ST}$. The weights sum to one, and $\sum_{S\ni i}\delta_{ST}$ is one exactly when $i\in T$. `Finset.sum_eq_single` picks out the term $S=T$.

```lean
/-- The density that is one on a set of `N` sites and zero elsewhere is the density of a
pure `N`-fermion state. -/
theorem representable_configuration (T : Finset ι) (hT : T.card = N) :
    PureRepresentable N (fun i => if i ∈ T then (1 : ℝ) else 0) := by
  refine representable_of_weights
    (fun S : Config ι N => if S = ⟨T, hT⟩ then (1 : ℝ) else 0) ?_ ?_ ?_
  · intro S

    split_ifs <;> norm_num
  · simp
  · intro i
    rw [Finset.sum_eq_single (⟨T, hT⟩ : Config ι N)]
    · simp
    · intro S _ hS
      simp [hS]
    · simp
```

## (c) Mixing two densities

Let $\psi,\varphi$ be normalised with densities $\rho,\sigma$, and let $p,q\ge0$ with $p+q=1$. Find a normalised $\chi$ with
$$n_i(\chi)=p\rho_i+q\sigma_i .$$

**Solution.** Mix probabilities, not amplitudes, so that no interference terms arise: $w_S=p|\psi_S|^2+q|\varphi_S|^2$. These weights are non-negative and sum to $p+q=1$. Summing over $S\ni i$ gives $p\rho_i+q\sigma_i$, and (a) supplies $\chi$.

```lean
/-- A statistical mixture of two pure-state densities with the same particle number is
itself the density of a pure state. -/
theorem representable_mix {ρ σ : ι → ℝ} (hρ : PureRepresentable N ρ)
    (hσ : PureRepresentable N σ) {p q : ℝ} (hp : 0 ≤ p) (hq : 0 ≤ q) (hpq : p + q = 1) :
    PureRepresentable N (fun i => p * ρ i + q * σ i) := by
  obtain ⟨ψ, hψ, dψ⟩ := hρ
  obtain ⟨φ, hφ, dφ⟩ := hσ
  refine representable_of_weights (fun S => p * ‖ψ S‖ ^ 2 + q * ‖φ S‖ ^ 2) ?_ ?_ ?_
  · intro S
    positivity
  · rw [Finset.sum_add_distrib, ← Finset.mul_sum, ← Finset.mul_sum, hψ, hφ]
    linarith
  · intro i
    rw [← dψ i, ← dφ i, density, density, Finset.mul_sum, Finset.mul_sum,
      ← Finset.sum_add_distrib]
    refine Finset.sum_congr rfl fun S _ => ?_
    split_ifs <;> ring
```

## (d) A fractional site has company

Let $0\le\rho_k\le1$, $\sum_k\rho_k=N$ and $i\in F(\rho)$. Show that some $j\neq i$ satisfies
$$0<\rho_j<1 .$$

**Solution.** Otherwise all other sites are empty or full. If $m$ of them are full, then $N=\rho_i+m$, so $m<N<m+1$, impossible for integers. The code derives these two inequalities over the reals, casts them to natural numbers and closes with `omega`.

```lean
/-- If all occupations lie between 0 and 1 and their total is an integer, a fractionally
occupied site is never alone. -/
theorem exists_second_fractional {ρ : ι → ℝ} (h : ∀ k, 0 ≤ ρ k ∧ ρ k ≤ 1)
    (hs : ∑ k, ρ k = N) {i : ι} (hi : i ∈ fractional ρ) :
    ∃ j, i ≠ j ∧ j ∈ fractional ρ := by
  by_contra hcon
  -- otherwise every other site is empty or full
  have h01 : ∀ j ∈ univ.erase i, ρ j = if ρ j = 1 then (1 : ℝ) else 0 := by
    intro j hj
    split_ifs with h1
    · exact h1
    · by_contra h0
      exact hcon ⟨j, (Finset.ne_of_mem_erase hj).symm, Finset.mem_filter.2
        ⟨Finset.mem_univ j, lt_of_le_of_ne (h j).1 (Ne.symm h0),
          lt_of_le_of_ne (h j).2 h1⟩⟩
  have hsum := Finset.add_sum_erase univ ρ (Finset.mem_univ i)
  rw [Finset.sum_congr rfl h01, Finset.sum_boole, hs] at hsum
  obtain ⟨-, hi0, hi1⟩ := Finset.mem_filter.1 hi
  generalize (Finset.filter (fun j => ρ j = 1) (univ.erase i)).card = m at hsum
  -- an integer would lie strictly between two consecutive integers
  have h1 : (m : ℝ) < N := by linarith
  have h2 : (N : ℝ) < m + 1 := by linarith
  have h3 : m < N := by exact_mod_cast h1
  have h4 : N < m + 1 := by exact_mod_cast h2
  omega
```

## (e) Removing a fractional site

Let $0\le\rho_k\le1$ and let $i\ne j$ be fractional. Find $t>0$ such that $\tau_{ij}^t\rho$ stays in $[0,1]$ and
$$|F(\tau_{ij}^t\rho)|<|F(\rho)| .$$

**Solution.** Take $t=\min(1-\rho_i,\rho_j)>0$. Then $0<\rho_i+t\le1$ and $0\le\rho_j-t<1$, while other sites are unchanged. No new fractional site appears (`hsub`), and either $i$ becomes full or $j$ becomes empty (`hor`), so the inclusion is strict.

```lean
/-- Between two fractionally occupied sites one can move a positive charge that keeps all
occupations between 0 and 1 and lowers the number of fractionally occupied sites. -/
theorem exists_transfer {ρ : ι → ℝ} (h : ∀ k, 0 ≤ ρ k ∧ ρ k ≤ 1) {i j : ι} (hij : i ≠ j)
    (hi : i ∈ fractional ρ) (hj : j ∈ fractional ρ) :
    ∃ t, 0 < t ∧ (∀ k, 0 ≤ transfer ρ i j t k ∧ transfer ρ i j t k ≤ 1) ∧
      (fractional (transfer ρ i j t)).card < (fractional ρ).card := by
  obtain ⟨-, hi0, hi1⟩ := Finset.mem_filter.1 hi
  obtain ⟨-, hj0, hj1⟩ := Finset.mem_filter.1 hj
  -- move charge until site `i` is full or site `j` is empty
  obtain ⟨t, ht, hti, htj, hor⟩ :
      ∃ t, 0 < t ∧ t ≤ 1 - ρ i ∧ t ≤ ρ j ∧ (t = 1 - ρ i ∨ t = ρ j) :=
    ⟨min (1 - ρ i) (ρ j), lt_min (by linarith) hj0, min_le_left _ _, min_le_right _ _,
      min_choice _ _⟩
  have ei : transfer ρ i j t i = ρ i + t := by
    rw [transfer, if_neg hij, if_pos rfl]; ring
  have ej : transfer ρ i j t j = ρ j - t := by
    rw [transfer, if_neg hij.symm, if_pos rfl]; ring
  have ek : ∀ k, k ≠ i → k ≠ j → transfer ρ i j t k = ρ k := by
    intro k h1 h2
    rw [transfer, if_neg h1, if_neg h2]; ring
  refine ⟨t, ht, ?_, Finset.card_lt_card ?_⟩
  · intro k
    by_cases h1 : k = i
    · rw [h1, ei]; constructor <;> linarith
    · by_cases h2 : k = j
      · rw [h2, ej]; constructor <;> linarith
      · rw [ek k h1 h2]; exact h k
  · have hsub : fractional (transfer ρ i j t) ⊆ fractional ρ := by
      intro k hk
      by_cases h1 : k = i
      · rw [h1]; exact hi
      · by_cases h2 : k = j
        · rw [h2]; exact hj
        · have hk' := (Finset.mem_filter.1 hk).2
          rw [ek k h1 h2] at hk'
          exact Finset.mem_filter.2 ⟨Finset.mem_univ k, hk'⟩
    rw [Finset.ssubset_iff_of_subset hsub]
    rcases hor with hor | hor
    · refine ⟨i, hi, fun hm => ?_⟩
      have := (Finset.mem_filter.1 hm).2.2
      linarith
    · refine ⟨j, hj, fun hm => ?_⟩
      have := (Finset.mem_filter.1 hm).2.1
      linarith
```

## (f) Charge conservation

Show that
$$\sum_k(\tau_{ij}^t\rho)_k=\sum_k\rho_k .$$

**Solution.** The change is $t\sum_k(\delta_{ki}-\delta_{kj})=t(1-1)=0$.

```lean
/-- Moving charge between sites conserves the total charge. -/
theorem sum_transfer (ρ : ι → ℝ) (i j : ι) (t : ℝ) :
    ∑ k, transfer ρ i j t k = ∑ k, ρ k := by
  simp only [transfer, Finset.sum_add_distrib, ← Finset.mul_sum, Finset.sum_sub_distrib,
    Finset.sum_ite_eq', Finset.mem_univ, if_true, sub_self, mul_zero, add_zero]
```

## (g) An arbitrary density

Let $0\le\rho_k\le1$ and $\sum_k\rho_k=N$. Find $\psi$ with
$$\sum_S|\psi_S|^2=1,\qquad n_i(\psi)=\rho_i\ \text{ for all } i .$$

**Solution.** Use strong induction on $|F(\rho)|$, with $\rho$ left general.

If $F(\rho)$ is empty, $\rho$ is one on $T=\{k:\rho_k=1\}$ and zero elsewhere. Hence $|T|=\sum_k\rho_k=N$, and (b) applies.

Otherwise (d) gives two fractional sites $i\neq j$, and (e), used in both directions, gives $a,b>0$. By (f), $\tau_{ij}^a\rho$ and $\tau_{ji}^b\rho$ have total $N$. They have fewer fractional sites, so both are representable by induction. Moreover
$$\frac{b}{a+b}\,\tau_{ij}^a\rho+\frac{a}{a+b}\,\tau_{ji}^b\rho=\rho,$$
because the shifts $\pm\frac{ab}{a+b}(\delta_{ki}-\delta_{kj})$ cancel. This is `hmix`, and (c) finishes the proof.

```lean
/-- Pure-state N-representability on a lattice: every density with site occupations between
0 and 1 and total `N` is the density of a normalised `N`-fermion state. -/
theorem pure_state_representable (ρ : ι → ℝ) (h : ∀ k, 0 ≤ ρ k ∧ ρ k ≤ 1)
    (hs : ∑ k, ρ k = N) : PureRepresentable N ρ := by
  induction hn : (fractional ρ).card using Nat.strong_induction_on generalizing ρ with
  | _ n ih =>
    rcases (fractional ρ).eq_empty_or_nonempty with he | ⟨i, hi⟩
    · -- no fractional site: a single configuration
      have h01 : ∀ k, ρ k = if k ∈ univ.filter (fun l => ρ l = 1) then (1 : ℝ) else 0 := by
        intro k
        by_cases h1 : ρ k = 1
        · simp [h1]
        · have h0 : ρ k = 0 := by
            by_contra h0
            have hk : k ∈ fractional ρ := Finset.mem_filter.2 ⟨Finset.mem_univ k,
              lt_of_le_of_ne (h k).1 (Ne.symm h0), lt_of_le_of_ne (h k).2 h1⟩
            rw [he] at hk
            exact Finset.notMem_empty k hk
          simp [h0]
      have hc : ((univ.filter (fun l => ρ l = 1)).card : ℝ) = N := by
        rw [← hs, Finset.sum_congr rfl (fun k _ => h01 k)]
        simp
      rw [funext h01]
      exact representable_configuration _ (by exact_mod_cast hc)
    · -- two fractional sites: mix the results of moving charge either way
      obtain ⟨j, hij, hj⟩ := exists_second_fractional h hs hi
      obtain ⟨a, ha, hA, cA⟩ := exists_transfer h hij hi hj
      obtain ⟨b, hb, hB, cB⟩ := exists_transfer h hij.symm hj hi
      have rA := ih _ (lt_of_lt_of_eq cA hn) _ hA ((sum_transfer ρ i j a).trans hs) rfl
      have rB := ih _ (lt_of_lt_of_eq cB hn) _ hB ((sum_transfer ρ j i b).trans hs) rfl
      have hab : a + b ≠ 0 := by positivity
      have e : b / (a + b) + a / (a + b) = 1 := by
        rw [← add_div, add_comm b a, div_self hab]
      have hmix : ρ = fun k => b / (a + b) * transfer ρ i j a k
          + a / (a + b) * transfer ρ j i b k := by
        funext k
        simp only [transfer]
        linear_combination (-ρ k) * e
      rw [hmix]
      exact representable_mix rA rB (by positivity) (by positivity) e
```

The bound $\rho_k\le1$ is needed: for two sites and $N=2$, the vector $(\tfrac32,\tfrac12)$ has the right total, but the only configuration has density $(1,1)$.

In density functional theory for spinless fermions on a finite lattice, the result means that a constrained search over pure states at such a density $\rho$ is never over an empty set.

## (h) The homogeneous density

For $M\ge1$ sites and $N\le M$, find a normalised $\psi$ with
$$n_i(\psi)=N/M\ \text{ for all } i .$$

**Solution.** Here $0\le N/M\le1$ and $M\cdot N/M=N$, so (g) applies.

```lean
/-- On a non-empty lattice with at least `N` sites, the homogeneous density, `N` divided by
the number of sites, is the density of a pure `N`-fermion state. -/
theorem homogeneous_representable [Nonempty ι] (hN : N ≤ Fintype.card ι) :
    PureRepresentable N (fun _ : ι => (N : ℝ) / Fintype.card ι) := by
  have hc : (0 : ℝ) < Fintype.card ι := by exact_mod_cast Fintype.card_pos
  refine pure_state_representable _ (fun _ => ⟨by positivity, ?_⟩) ?_
  · rw [div_le_one hc]
    exact_mod_cast hN
  · rw [Finset.sum_const, Finset.card_univ, nsmul_eq_mul, mul_comm,
      div_mul_cancel₀ _ hc.ne']

end

end LatticePureRepresentability
```

```lean
#print axioms LatticePureRepresentability.pure_state_representable
-- 'LatticePureRepresentability.pure_state_representable' depends on axioms: [propext, Classical.choice, Quot.sound]
#print axioms LatticePureRepresentability.homogeneous_representable
-- 'LatticePureRepresentability.homogeneous_representable' depends on axioms: [propext, Classical.choice, Quot.sound]
```
